# With t > 0, signs that make all fermion hopping elements on a ring nonpositive are equal for all site-ordered N-particle determinants

The declaration `signs_constant` concerns N identical fermions on a finite ring of L sites, at most one per site, where a hop has the element -t(-1)^k, with t > 0 and k the number of particles passed over in the linear order of the sites. Each determinant is multiplied by a sign ±1, and these signs are assumed to make every hopping element on the ring nonpositive. The claim is that every N-particle determinant then has the same sign as the one with the leftmost N sites filled. The proof is a strong induction on the sum of the occupied positions: unless the leftmost sites are already filled, some particle can hop one site to the left, which has element -t and so forces equal signs, and which lowers the sum.

The failing Lean file:

```lean
import Mathlib

open Finset

namespace FermionRingSign

/-- A determinant of `N` identical fermions on the sites `0, …, L - 1`, given by its set of
occupied sites. -/
def IsConfig (L N : ℕ) (S : Finset ℕ) : Prop := S ⊆ range L ∧ S.card = N

/-- The number of occupied sites strictly between `i` and `j` in the linear order. -/
def between (S : Finset ℕ) (i j : ℕ) : ℕ :=
  (S.filter (fun x => min i j < x ∧ x < max i j)).card

/-- The determinant reached from `S` when a particle moves from site `i` to site `j`. -/
def hop (S : Finset ℕ) (i j : ℕ) : Finset ℕ := insert j (S.erase i)

/-- The hopping element `-t (-1)^k`, with `k` the number of particles passed over. -/
noncomputable def hopElement (t : ℝ) (S : Finset ℕ) (i j : ℕ) : ℝ :=
  -t * (-1) ^ between S i j

/-- Sites `i` and `j` are joined by a bond of the ring: they are consecutive, or they are the
two ends of the linear order. -/
def RingBond (L i j : ℕ) : Prop :=
  i < L ∧ j < L ∧ ((j = i + 1 ∨ i = j + 1) ∨ ((i = 0 ∧ j + 1 = L) ∨ (j = 0 ∧ i + 1 = L)))

/-- After each determinant `S` is multiplied by `s S`, all hopping elements on the ring are
nonpositive. -/
def NonposWithSigns (L N : ℕ) (t : ℝ) (s : Finset ℕ → ℝ) : Prop :=
  ∀ S i j, IsConfig L N S → i ∈ S → j ∉ S → RingBond L i j →
    s (hop S i j) * hopElement t S i j * s S ≤ 0

/-- A hop between consecutive sites has element `-t`. -/
theorem hopElement_interior (t : ℝ) (S : Finset ℕ) {i j : ℕ} (h : j = i + 1 ∨ i = j + 1) :
    hopElement t S i j = -t := by
  have h0 : between S i j = 0 := by
    unfold between
    rw [card_eq_zero, filter_eq_empty_iff]
    intro x _
    omega
  rw [hopElement, h0, pow_zero, mul_one]

/-- A hop to an empty site of the ring conserves the particle number. -/
theorem hop_isConfig {L N : ℕ} {S : Finset ℕ} {i j : ℕ} (hS : IsConfig L N S)
    (hi : i ∈ S) (hj : j ∉ S) (hjL : j < L) : IsConfig L N (hop S i j) := by
  constructor
  · intro x hx
    rcases mem_insert.1 hx with h | h
    · exact mem_range.2 (h ▸ hjL)
    · exact hS.1 (mem_of_mem_erase h)
  · have hj' : j ∉ S.erase i := fun h => hj (mem_of_mem_erase h)
    rw [hop, card_insert_of_notMem hj', card_erase_add_one hi, hS.2]

/-- Unless the particles fill the leftmost sites, one of them can hop one site to the left. -/
theorem exists_left_hop {S : Finset ℕ} (h : S ≠ range S.card) : ∃ i, i ∉ S ∧ i + 1 ∈ S := by
  by_contra hc
  have step : ∀ i, i + 1 ∈ S → i ∈ S := by
    intro i hi
    by_contra hh
    exact hc ⟨i, hh, hi⟩
  have down : ∀ n, n ∈ S → ∀ m, m ≤ n → m ∈ S := by
    intro n
    induction n with
    | zero =>
      intro h0 m hm
      have e : m = 0 := by omega
      rwa [e]
    | succ n ih =>
      intro hn m hm
      rcases Nat.lt_or_ge n m with h1 | h1
      · have e : m = n + 1 := by omega
        rwa [e]
      · exact ih (step n hn) m h1
  apply h
  apply eq_of_subset_of_card_le
  · intro n hn
    have hsub : range (n + 1) ⊆ S := fun m hm =>
      down n hn m (Nat.lt_succ_iff.1 (mem_range.1 hm))
    have hcard := card_le_card hsub
    rw [card_range] at hcard
    exact mem_range.2 (by omega)
  · simp

/-- If `t > 0` and signs `±1` make all hopping elements nonpositive, every determinant carries the
same sign as the one with the leftmost `N` sites filled. -/
theorem signs_constant {L N : ℕ} {t : ℝ} (ht : 0 < t) {s : Finset ℕ → ℝ}
    (hs : ∀ S, s S = 1 ∨ s S = -1) (h : NonposWithSigns L N t s) :
    ∀ n S, IsConfig L N S → ∑ x ∈ S, x = n → s S = s (range N) := by
  intro n
  induction n using Nat.strong_induction_on with
  | _ n ih =>
    intro S hS hn
    by_cases hr : S = range N
    · rw [hr]
    · obtain ⟨i, hi, hi1⟩ := exists_left_hop (S := S) (by rw [hS.2]; exact hr)
      have hL : i + 1 < L := mem_range.1 (hS.1 hi1)
      have key := h S (i + 1) i hS hi1 hi ⟨hL, by omega, Or.inl (Or.inr rfl)⟩
      rw [hopElement_interior t S (Or.inr rfl)] at key
      -- an interior hop forces equal signs
      have same : s S = s (hop S (i + 1) i) := by
        rcases hs S with a | a <;> rcases hs (hop S (i + 1) i) with b | b <;>
          rw [a, b] at key <;> rw [a, b] <;> linarith
      -- the hop lowers the sum of the positions
      have hlt : ∑ x ∈ hop S (i + 1) i, x < n := by
        have hi' : i ∉ S.erase (i + 1) := fun hh => hi (mem_of_mem_erase hh)
        have e := add_sum_erase S (fun x => x) hi1
        rw [hop, sum_insert hi']
        simp only at e
        omega
      rw [same]
      exact ih _ hlt _ (hop_isConfig hS hi1 hi (by omega)) rfl

end FermionRingSign
```

Lean reports:

```
Main.lean:108:8: error: `simp` made no progress
```

What went wrong. The message points to `simp only at e`, and says that `simp` found nothing to change in `e`. That step was meant to turn applications such as `(fun x => x) (i + 1)` into `i + 1`. But when `have e := add_sum_erase S (fun x => x) hi1` is given no type, Lean infers one, and in putting the function into the lemma's statement it already carries out these applications. So `e` already said that `i + 1` plus the sum over `S.erase (i + 1)` is the sum over `S`. With no lemmas supplied and nothing left to reduce, `simp only` failed, as it does whenever it makes no progress.

The repair deletes that line, which removes the error. The type now written out for `e` states the same equation in the form `omega` needs; it makes the step easier to read, but is not what cures the reported error.

Fix (accepted with no message):

```diff
@@ -104,7 +104,7 @@
       have hlt : ∑ x ∈ hop S (i + 1) i, x < n := by
         have hi' : i ∉ S.erase (i + 1) := fun hh => hi (mem_of_mem_erase hh)
-        have e := add_sum_erase S (fun x => x) hi1
+        have e : (i + 1) + ∑ x ∈ S.erase (i + 1), x = ∑ x ∈ S, x :=
+          add_sum_erase S (fun x => x) hi1
         rw [hop, sum_insert hi']
-        simp only at e
         omega
       rw [same]
```
